# Averaging static polarizabilities never gives weaker screening than averaging the screened interaction

A liquid or a vibrating crystal is often represented by snapshots of its atomic positions, each with its own static irreducible polarizability, the density response to the total electrostatic potential. A screened interaction for the ensemble can then be formed in two orders: average the polarizability and invert once, or invert for every snapshot and average the results. Inversion is nonlinear, so the two results generally differ. For negative semidefinite polarizabilities, positive weights of sum one and a positive definite bare interaction common to all snapshots, averaging the polarizability first gives the smaller screened interaction, compared as quadratic forms, and the two agree only if all snapshots have the same polarizability.

One number per snapshot already shows the effect. With equal weights and dielectric constants 1 and 3, averaging first gives $1/2$, while averaging the inverses gives $2/3$.

## Snapshots, polarizabilities and screened interactions

Let `n` label a finite basis and `ι` a finite set of snapshots. Operators are complex matrices over `n`.

```lean
import Mathlib

open Matrix
open scoped ComplexOrder

namespace StaticScreeningAverage

noncomputable section

variable {n ι : Type*} [Fintype n] [DecidableEq n] [Fintype ι]
```

Snapshot $i$ has a real weight $w_i$, and the average of matrices $X_i$ is $\bar X=\sum_i w_iX_i$.

```lean
/-- The average of a matrix quantity over snapshots `i` with weights `w i`. -/
def avg (w : ι → ℝ) (X : ι → Matrix n n ℂ) : Matrix n n ℂ := ∑ i, w i • X i
```

Let $P$ be the static irreducible polarizability and $v=s^2$ the bare interaction, with $s$ Hermitian. The symmetrized polarizability is $X=-sPs$, the inverse dielectric matrix is $(1+X)^{-1}$, and the screened interaction is $W=(1-vP)^{-1}v$. The full response $\chi$ to an external potential is a different quantity: $W=v+v\chi v$ is linear in it, so for $\chi$ the order of averaging would not matter.

```lean
/-- The inverse dielectric matrix `(1 + X)⁻¹` of a symmetrized static polarizability `X`,
for `1 + X` invertible. -/
def epsInv (X : Matrix n n ℂ) : Matrix n n ℂ := (1 + X)⁻¹

/-- The symmetrized polarizability `-s P s`, where `s` is a square root of the bare interaction. -/
def symPol (s P : Matrix n n ℂ) : Matrix n n ℂ := -(s * P * s)

/-- The statically screened interaction `W = (1 - v P)⁻¹ v`, for `1 - v P` invertible. -/
def screened (v P : Matrix n n ℂ) : Matrix n n ℂ := (1 - v * P)⁻¹ * v
```

The sign convention makes $P$ negative semidefinite and $X$ positive semidefinite. This is assumed here. It stands for the fact that, for independent electrons filling the lowest levels, the second-order energy shift caused by a static perturbation is never positive.

## The dielectric matrix is invertible

For $u\neq0$ and $X$ positive semidefinite, $u^\dagger(1+X)u=|u|^2+u^\dagger Xu>0$. Thus $1+X$ is positive definite.

```lean
omit [Fintype n] in
/-- The dielectric matrix `1 + X` of a positive semidefinite polarizability is positive
definite. -/
theorem dielectric_posDef {X : Matrix n n ℂ} (hX : X.PosSemidef) : (1 + X).PosDef :=
  Matrix.PosDef.one.add_posSemidef hX
```

It follows that `epsInv X` is a true inverse from both sides.

```lean
/-- For a positive semidefinite polarizability, `epsInv X` is a two-sided inverse of the
dielectric matrix. -/
theorem epsInv_spec {X : Matrix n n ℂ} (hX : X.PosSemidef) :
    epsInv X * (1 + X) = 1 ∧ (1 + X) * epsInv X = 1 := by
  have hu := (Matrix.isUnit_iff_isUnit_det _).1 (dielectric_posDef hX).isUnit
  exact ⟨Matrix.nonsing_inv_mul _ hu, Matrix.mul_nonsing_inv _ hu⟩
```

An average with nonnegative weights is a sum of positive semidefinite terms, so the same holds for $1+\bar X$.

```lean
omit [Fintype n] [DecidableEq n] in
/-- With nonnegative weights, the average of positive semidefinite matrices is positive
semidefinite. -/
theorem avg_posSemidef {w : ι → ℝ} {X : ι → Matrix n n ℂ} (hw : ∀ i, 0 ≤ w i)
    (hX : ∀ i, (X i).PosSemidef) : (avg w X).PosSemidef :=
  Matrix.posSemidef_sum _ fun i _ => (hX i).smul (hw i)
```

## The gap as a weighted sum of squares

Write $E_i=(1+X_i)^{-1}$ and $C=(1+\bar X)^{-1}$. Expanding one square gives

$$(E_i-C)(1+X_i)(E_i-C)=E_i-2C+C(1+X_i)C.$$

Since $\sum_iw_i=1$, the weighted sum of the last terms is $C(1+\bar X)C=C$. Therefore

$$\sum_iw_iE_i-C=\sum_iw_i(E_i-C)(1+X_i)(E_i-C).$$

In the code, `hterm` is the expansion and `hCMC` is the sum of the last terms.

```lean
/-- For positive semidefinite polarizabilities and nonnegative weights of sum one, the averaged
inverse dielectric matrix exceeds that of the averaged polarizability by a weighted sum of
squares in the metric of the dielectric matrices. -/
theorem screening_gap {w : ι → ℝ} {X : ι → Matrix n n ℂ} (hw : ∀ i, 0 ≤ w i)
    (h1 : ∑ i, w i = 1) (hX : ∀ i, (X i).PosSemidef) :
    avg w (fun i => epsInv (X i)) - epsInv (avg w X) =
      ∑ i, w i • ((epsInv (X i) - epsInv (avg w X)) * (1 + X i) *
        (epsInv (X i) - epsInv (avg w X))) := by
  have hC := (epsInv_spec (avg_posSemidef hw hX)).1
  generalize epsInv (avg w X) = C at hC ⊢
  -- expand one square
  have hterm : ∀ i, (epsInv (X i) - C) * (1 + X i) * (epsInv (X i) - C) =
      epsInv (X i) - C - C + C * (1 + X i) * C := by
    intro i
    obtain ⟨l, r⟩ := epsInv_spec (hX i)
    calc _ = (epsInv (X i) * (1 + X i)) * epsInv (X i) - (epsInv (X i) * (1 + X i)) * C
          - C * ((1 + X i) * epsInv (X i)) + C * (1 + X i) * C := by noncomm_ring
      _ = _ := by rw [l, r, one_mul, one_mul, mul_one]
  have hM : ∑ i, w i • (1 + X i) = 1 + avg w X := by
    simp only [avg, smul_add, Finset.sum_add_distrib, ← Finset.sum_smul, h1, one_smul]
  have hCs : ∑ i, w i • C = C := by rw [← Finset.sum_smul, h1, one_smul]
  -- the quadratic terms add up to `C (1 + avg X) C = C`
  have hCMC : ∑ i, w i • (C * (1 + X i) * C) = C := by
    calc _ = C * (∑ i, w i • (1 + X i)) * C := by
          simp only [Finset.mul_sum, Finset.sum_mul, mul_smul_comm, smul_mul_assoc]
      _ = C := by rw [hM, hC, one_mul]
  simp only [hterm, smul_add, smul_sub, Finset.sum_add_distrib, Finset.sum_sub_distrib,
    hCs, hCMC, avg]
  abel
```

## A square vanishes only when the difference does

Let $D$ be Hermitian. Then $D(1+X)D=D^2+DXD$, and both parts are positive semidefinite. If the total is zero, the two traces are nonnegative and add to zero, so $\operatorname{tr}D^2=0$. A positive semidefinite matrix of zero trace is zero, hence $D^\dagger D=D^2=0$ and $D=0$.

```lean
/-- A Hermitian matrix `D` and a positive semidefinite `X` give a positive semidefinite
`D (1 + X) D`, which vanishes only for `D = 0`. -/
theorem square_in_metric {D X : Matrix n n ℂ} (hD : D.IsHermitian) (hX : X.PosSemidef) :
    (D * (1 + X) * D).PosSemidef ∧ (D * (1 + X) * D = 0 → D = 0) := by
  have hp : ∀ A : Matrix n n ℂ, A.PosSemidef → (D * A * D).PosSemidef := by
    intro A hA
    have h := hA.conjTranspose_mul_mul_same D
    rwa [hD.eq] at h
  refine ⟨hp _ (dielectric_posDef hX).posSemidef, fun h => ?_⟩
  have h1 := hp 1 Matrix.PosSemidef.one
  -- both parts of the trace are nonnegative, so the trace of `D D` is zero
  have ht : (D * 1 * D).trace + (D * X * D).trace = 0 := by
    rw [← Matrix.trace_add, ← add_mul, ← mul_add, h, Matrix.trace_zero]
  have h0 := ((add_eq_zero_iff_of_nonneg h1.trace_nonneg (hp X hX).trace_nonneg).1 ht).1
  have hz := h1.trace_eq_zero_iff.1 h0
  apply Matrix.conjTranspose_mul_self_eq_zero.1
  rw [hD.eq]
  rwa [mul_one] at hz
```

## Order and equality for an ensemble

Loewner order, $A\le B$, means that $B-A$ is positive semidefinite, or $u^\dagger Au\le u^\dagger Bu$ for every vector $u$. Lean states it as `PosSemidef` of the difference. Taking $D=E_i-C$ makes every term of the gap positive semidefinite, so

$$(1+\bar X)^{-1}\le\sum_iw_i(1+X_i)^{-1}.$$

If the gap is zero, the traces of its terms are nonnegative and sum to zero, so each term vanishes. Division by $w_i>0$ gives $E_i=C$ for all $i$ (`key`), and inverting back gives $X_i=X_j$. Conversely, equal $X_i$ all coincide with $\bar X$, and every square is zero.

The inequality needs only nonnegative weights. The equality condition needs more, because a snapshot of zero weight may differ from the others without affecting either side.

```lean
/-- For positive semidefinite polarizabilities and positive weights of sum one, the inverse
dielectric matrix of the average lies below the average of the inverse dielectric matrices,
with equality exactly when all snapshots have the same polarizability. -/
theorem ensemble_overscreening {w : ι → ℝ} {X : ι → Matrix n n ℂ} (hw : ∀ i, 0 < w i)
    (h1 : ∑ i, w i = 1) (hX : ∀ i, (X i).PosSemidef) :
    (avg w (fun i => epsInv (X i)) - epsInv (avg w X)).PosSemidef ∧
      (epsInv (avg w X) = avg w (fun i => epsInv (X i)) ↔ ∀ i j, X i = X j) := by
  have hw0 : ∀ i, 0 ≤ w i := fun i => (hw i).le
  have gap := screening_gap hw0 h1 hX
  have hD : ∀ i, (epsInv (X i) - epsInv (avg w X)).IsHermitian := fun i =>
    (dielectric_posDef (hX i)).isHermitian.inv.sub
      (dielectric_posDef (avg_posSemidef hw0 hX)).isHermitian.inv
  have hpsd := fun i => (square_in_metric (hD i) (hX i)).1.smul (hw0 i)
  refine ⟨by rw [gap]; exact Matrix.posSemidef_sum _ fun i _ => hpsd i, fun h => ?_, fun h => ?_⟩
  · -- a vanishing gap forces every square to vanish
    have tr := congrArg Matrix.trace (gap.symm.trans (sub_eq_zero.2 h.symm))
    rw [Matrix.trace_sum, Matrix.trace_zero] at tr
    have key : ∀ i, epsInv (X i) = epsInv (avg w X) := by
      intro i
      have ti := (Finset.sum_eq_zero_iff_of_nonneg
        (fun i _ => (hpsd i).trace_nonneg)).1 tr i (Finset.mem_univ i)
      have z := congrArg (fun M => (w i)⁻¹ • M) ((hpsd i).trace_eq_zero_iff.1 ti)
      simp only [smul_smul, inv_mul_cancel₀ (hw i).ne', one_smul, smul_zero] at z
      exact sub_eq_zero.1 ((square_in_metric (hD i) (hX i)).2 z)
    intro i j
    have e : 1 + X i = 1 + X j := by
      calc 1 + X i = (1 + X i) * (epsInv (X j) * (1 + X j)) := by
            rw [(epsInv_spec (hX j)).1, mul_one]
        _ = ((1 + X i) * epsInv (X i)) * (1 + X j) := by rw [key i, key j, mul_assoc]
        _ = 1 + X j := by rw [(epsInv_spec (hX i)).2, one_mul]
    exact add_left_cancel e
  · have hav : ∀ i, avg w X = X i := by
      intro i
      calc avg w X = ∑ j, w j • X i := Finset.sum_congr rfl fun j _ => by rw [h j i]
        _ = X i := by rw [← Finset.sum_smul, h1, one_smul]
    refine (sub_eq_zero.1 ?_).symm
    rw [gap]
    refine Finset.sum_eq_zero fun i _ => ?_
    rw [hav i, sub_self, zero_mul, zero_mul, smul_zero]
```

For two structures with polarizabilities $X$, $Y$ and weights $t$, $1-t$, where $0<t<1$, this reads

$$(1+tX+(1-t)Y)^{-1}\le t(1+X)^{-1}+(1-t)(1+Y)^{-1},$$

with equality exactly when $X=Y$. The proof applies the ensemble theorem to the lists `![t, 1 - t]` and `![X, Y]`.

```lean
/-- Two structures with positive semidefinite polarizabilities `X`, `Y` and `0 < t < 1`:
`(1 + tX + (1-t)Y)⁻¹ ≤ t(1 + X)⁻¹ + (1-t)(1 + Y)⁻¹`, with equality exactly when `X = Y`. -/
theorem two_structure_overscreening {X Y : Matrix n n ℂ} {t : ℝ} (hX : X.PosSemidef)
    (hY : Y.PosSemidef) (h0 : 0 < t) (h1 : t < 1) :
    (t • (1 + X)⁻¹ + (1 - t) • (1 + Y)⁻¹ - (1 + (t • X + (1 - t) • Y))⁻¹).PosSemidef ∧
      ((1 + (t • X + (1 - t) • Y))⁻¹ = t • (1 + X)⁻¹ + (1 - t) • (1 + Y)⁻¹ ↔ X = Y) := by
  have h := ensemble_overscreening (w := ![t, 1 - t]) (X := ![X, Y])
    (by intro i; fin_cases i <;> simp [h0, h1]) (by simp [Fin.sum_univ_two])
    (by intro i; fin_cases i <;> simp [hX, hY])
  simp only [avg, epsInv, Fin.sum_univ_two, Matrix.cons_val_zero, Matrix.cons_val_one] at h
  refine ⟨h.1, h.2.trans ⟨fun e => e 0 1, fun e i j => ?_⟩⟩
  fin_cases i <;> fin_cases j <;> simp [e]
```

## From the dielectric matrix to W

With $X=-sPs$, one factor of $s$ can be moved through the dielectric matrix:

$$(1-s^2P)s=s(1-sPs)=s(1+X).$$

The determinants of $1-s(sP)$ and $1-(sP)s$ are equal, so $1-s^2P$ is invertible too. Inserting $(1+X)(1+X)^{-1}=1$ between the two factors of $s^2$ then yields

$$W=(1-s^2P)^{-1}s^2=s(1+X)^{-1}s.$$

```lean
/-- For Hermitian `s` and negative semidefinite `P`, the matrix `-s P s` is positive semidefinite,
and the screened interaction with bare interaction `s²` is the inverse dielectric matrix of `-s P s`
between two factors `s`. -/
theorem screened_eq {s P : Matrix n n ℂ} (hs : s.IsHermitian) (hP : (-P).PosSemidef) :
    (symPol s P).PosSemidef ∧ screened (s * s) P = s * epsInv (symPol s P) * s := by
  have hX : (symPol s P).PosSemidef := by
    have h := hP.conjTranspose_mul_mul_same s
    rw [hs.eq] at h
    simpa only [symPol, mul_neg, neg_mul] using h
  refine ⟨hX, ?_⟩
  have hu : IsUnit (1 - s * s * P).det := by
    have h := (Matrix.isUnit_iff_isUnit_det _).1 (dielectric_posDef hX).isUnit
    rw [mul_assoc, Matrix.det_one_sub_mul_comm]
    simpa only [symPol, ← sub_eq_add_neg] using h
  -- move one factor `s` through the dielectric matrix
  have comm : (1 - s * s * P) * s = s * (1 + symPol s P) := by
    unfold symPol
    noncomm_ring
  calc (1 - s * s * P)⁻¹ * (s * s)
      = (1 - s * s * P)⁻¹ * (s * ((1 + symPol s P) * epsInv (symPol s P)) * s) := by
        rw [(epsInv_spec hX).2, mul_one]
    _ = (1 - s * s * P)⁻¹ * ((s * (1 + symPol s P)) * epsInv (symPol s P) * s) := by
        simp only [mul_assoc]
    _ = ((1 - s * s * P)⁻¹ * (1 - s * s * P)) * (s * epsInv (symPol s P) * s) := by
        rw [← comm]
        simp only [mul_assoc]
    _ = s * epsInv (symPol s P) * s := by rw [Matrix.nonsing_inv_mul _ hu, one_mul]
```

Averaging commutes with multiplication by the fixed $s$ on both sides. The gap in $W$ is therefore $s$ times the gap in the inverse dielectric matrix times $s$, which remains positive semidefinite. Writing $W[P]$ for the interaction screened by $P$,

$$W[\bar P]\le\sum_iw_iW[P_i],$$

with equality exactly when all $P_i$ coincide.

Invertibility of $s$, the hypothesis `IsUnit s`, serves the equality condition: if $su=0$ for some $u\neq0$, then $P_1=0$ and $P_2=-uu^\dagger$ differ but give the same $W$.

```lean
/-- Let the bare interaction be `s²` with `s` Hermitian and invertible, the `P i` negative
semidefinite, and the weights positive of sum one. Then `W` of the averaged polarizability lies
below the averaged `W`, with equality exactly when all `P i` coincide. -/
theorem screened_interaction_overscreening {w : ι → ℝ} {s : Matrix n n ℂ}
    {P : ι → Matrix n n ℂ} (hw : ∀ i, 0 < w i) (h1 : ∑ i, w i = 1) (hs : s.IsHermitian)
    (hu : IsUnit s) (hP : ∀ i, (-P i).PosSemidef) :
    (avg w (fun i => screened (s * s) (P i)) - screened (s * s) (avg w P)).PosSemidef ∧
      (screened (s * s) (avg w P) = avg w (fun i => screened (s * s) (P i)) ↔
        ∀ i j, P i = P j) := by
  have hPavg : (-avg w P).PosSemidef := by
    have h := avg_posSemidef (fun i => (hw i).le) hP
    simpa only [avg, smul_neg, Finset.sum_neg_distrib] using h
  have hlin : symPol s (avg w P) = avg w (fun i => symPol s (P i)) := by
    simp only [avg, symPol, Finset.mul_sum, Finset.sum_mul, mul_smul_comm, smul_mul_assoc,
      smul_neg, Finset.sum_neg_distrib]
  have e : avg w (fun i => screened (s * s) (P i)) =
      s * avg w (fun i => epsInv (symPol s (P i))) * s := by
    simp only [avg, fun i => (screened_eq hs (hP i)).2, Finset.mul_sum, Finset.sum_mul,
      mul_smul_comm, smul_mul_assoc]
  obtain ⟨hle, heq⟩ := ensemble_overscreening hw h1 fun i => (screened_eq hs (hP i)).1
  rw [e, (screened_eq hs hPavg).2, hlin]
  constructor
  · have h := hle.conjTranspose_mul_mul_same s
    rwa [hs.eq, mul_sub, sub_mul] at h
  · rw [hu.mul_left_inj, hu.mul_right_inj, heq]
    simp only [symPol, neg_inj, hu.mul_left_inj, hu.mul_right_inj]

end

end StaticScreeningAverage
```

```lean
#print axioms StaticScreeningAverage.two_structure_overscreening
#print axioms StaticScreeningAverage.screened_interaction_overscreening
```

```
'StaticScreeningAverage.two_structure_overscreening' depends on axioms: [propext, Classical.choice, Quot.sound]
'StaticScreeningAverage.screened_interaction_overscreening' depends on axioms: [propext, Classical.choice, Quot.sound]
```

## In a plane-wave COHSEX calculation

For snapshots of a supercell with fixed lattice vectors and a common plane-wave basis, $s$ is diagonal with entries proportional to $1/|\mathbf q+\mathbf G|$, for $\mathbf q+\mathbf G\neq0$. Scaling the rows and columns of $-P_i$ by these entries gives $X_i$. Averaging the $X_i$ first requires one inversion per $\mathbf q$; averaging $W$ requires one per snapshot and $\mathbf q$. If the cell or the basis changes between snapshots, $s$ changes as well and the comparison above does not apply.

In this static, finite-basis setting, and for fixed orbitals, the expectation value of screened exchange in COHSEX is minus a sum of terms $u^\dagger Wu$, where $u$ holds the plane-wave components of the product of one orbital with the conjugate of another. Replacing the averaged $W$ by $W[\bar P]$ can therefore only reduce its magnitude or leave it unchanged.

## The same argument for other positive matrices

Replacing $1+X_i$ by any positive definite $M_i$ leaves the expansion intact and gives, by the same algebra, $(\sum_iw_iM_i)^{-1}\le\sum_iw_iM_i^{-1}$. For positive definite harmonic force-constant matrices in a common set of coordinates, this says that the compliance of the averaged stiffness never exceeds the averaged compliance. The full matrix of a free molecule or crystal is not of this kind, since a rigid translation costs no energy.
